# Wing's theorem: no strict local maximum of field strength in an open region without divergence and curl

Q: Before you claim anything about molecules, tell me what your words mean. What is space, and which norm measures the field?

A: Space is ℝ³ with the Euclidean norm, so ‖F(x)‖ is the ordinary field strength at the point x. The axes are numbered 0, 1, 2, and eᵢ is the unit vector along axis i, written `axis i` in the code.

In Lean 4 with Mathlib:

```lean
import Mathlib

open Filter Topology Metric

namespace WingTheorem

noncomputable section

/-- Physical space with the Euclidean norm. -/
abbrev Space := EuclideanSpace ℝ (Fin 3)

/-- The unit vector along the `i`-th Cartesian axis. -/
def axis (i : Fin 3) : Space := EuclideanSpace.single i 1
```

Q: And the derivatives?

A: `pd i F x` is the vector ∂ᵢF(x), the derivative of the whole field along eᵢ. Its component j is ∂ᵢFⱼ. Divergence and curl are the usual Cartesian combinations, and the Laplacian acts on all three components at once.

```lean
/-- The partial derivative of a differentiable vector field along the `i`-th axis. -/
def pd (i : Fin 3) (F : Space → Space) (x : Space) : Space := fderiv ℝ F x (axis i)

/-- The divergence of a differentiable vector field. -/
def divergence (F : Space → Space) (x : Space) : ℝ := pd 0 F x 0 + pd 1 F x 1 + pd 2 F x 2

/-- The curl of a differentiable vector field, by Cartesian components. -/
def curl (F : Space → Space) (x : Space) : Fin 3 → ℝ :=
  ![pd 1 F x 2 - pd 2 F x 1, pd 2 F x 0 - pd 0 F x 2, pd 0 F x 1 - pd 1 F x 0]

/-- The vector Laplacian of a twice differentiable field. -/
def laplacian (F : Space → Space) (x : Space) : Space :=
  fderiv ℝ (fderiv ℝ F) x (axis 0) (axis 0) + fderiv ℝ (fderiv ℝ F) x (axis 1) (axis 1)
    + fderiv ℝ (fderiv ℝ F) x (axis 2) (axis 2)
```

Q: What counts as a maximum?

A: A strict one: f(x) < f(p) at every point x near p other than p itself. A strict minimum reverses the inequality. A uniform field therefore has neither.

```lean
/-- `f` is smaller than `f p` at all points near `p` other than `p`. -/
def StrictLocalMax (f : Space → ℝ) (p : Space) : Prop := ∀ᶠ x in 𝓝[≠] p, f x < f p

/-- `f` is larger than `f p` at all points near `p` other than `p`. -/
def StrictLocalMin (f : Space → ℝ) (p : Space) : Prop := ∀ᶠ x in 𝓝[≠] p, f p < f x
```

Q: Where is the electrostatics? I see no charges and no potential.

A: They enter through two hypotheses on an open region U. Zero divergence says that U contains no charge, and zero curl holds for every static electric field. A magnetostatic field in a current-free region satisfies the same two equations. F must also be twice continuously differentiable on U; what it does elsewhere, on the electrodes for instance, is unrestricted.

Q: Then show me by hand why the strength cannot peak.

A: First, each component is harmonic. Zero curl means ∂ᵢFⱼ = ∂ⱼFᵢ, and mixed second derivatives commute, so

Σᵢ ∂ᵢ∂ᵢFⱼ = Σᵢ ∂ᵢ∂ⱼFᵢ = ∂ⱼ(Σᵢ ∂ᵢFᵢ) = 0.

Second, fix a vector u and set g(x) = u·F(x), which is harmonic too. Suppose that g has a strict local maximum at p. Take a closed ball of radius r > 0 around p, inside U, on which g(x) < g(p) for x ≠ p. Let s be the point of its surface where g is largest, and put

ε = (g(p) − g(s)) / (2r²) > 0,
h(x) = g(x) + ε‖x − p‖².

On the surface, h ≤ g(s) + εr² < g(p) = h(p). So h takes its maximum over the ball at an interior point q. There ∂ᵢ∂ᵢh ≤ 0, that is,

∂ᵢ∂ᵢg(q) + 2ε ≤ 0 for i = 0, 1, 2.

Adding the three gives 0 + 6ε ≤ 0, a contradiction.

Q: That concerns a projection. The strength is not harmonic.

A: Right, so choose u = F(p). If ‖F‖ had a strict local maximum at p, then ‖F(p)‖ > 0, and for x ≠ p near p

F(p)·F(x) ≤ ‖F(p)‖ ‖F(x)‖ < ‖F(p)‖² = F(p)·F(p).

The projection would have a strict local maximum as well, which was just excluded.

Q: Give me numbers. I want a field that tries to peak.

A: Write x, y, z for the coordinates and take, in dimensionless units,

G = (xz, yz, 1 − z² + (x² + y²)/2).

Its divergence is z + z − 2z = 0, and its curl vanishes. At the origin the strength is 1. At (0, 0, 0.1) it has dropped to 0.99, but at (0.1, 0, 0) it has risen to 1.005. The projection on G(0) = (0, 0, 1) is the third component, with second derivatives 1, 1 and −2. They sum to zero, so a drop along one axis is paid for by a rise along another.

Q: Now the code. How does it obtain harmonicity?

A: The first lemma supplies the second derivative of a C² field. In the next one, `key` says that a linear relation among first derivatives holding throughout U can be differentiated. It is applied to the curl relations, collected in `hJ`, and then to the divergence. Between the two, `isSymmSndFDerivAt` exchanges the order of differentiation.

```lean
/-- The derivative of a C² field is differentiable. -/
theorem hasFDerivAt_fderiv {F : Space → Space} {x : Space} (hF : ContDiffAt ℝ 2 F x) :
    HasFDerivAt (fderiv ℝ F) (fderiv ℝ (fderiv ℝ F) x) x :=
  ((hF.fderiv_right (m := 1) (by norm_num)).differentiableAt (by norm_num)).hasFDerivAt

variable {U : Set Space} {F : Space → Space} {p : Space}

/-- A C² field without divergence and curl on an open set is harmonic there. -/
theorem laplacian_eq_zero (hU : IsOpen U) (hF : ContDiffOn ℝ 2 F U)
    (hdiv : ∀ x ∈ U, divergence F x = 0) (hcurl : ∀ x ∈ U, curl F x = 0)
    {x : Space} (hx : x ∈ U) : laplacian F x = 0 := by
  have hC := hF.contDiffAt (hU.mem_nhds hx)
  let B := fderiv ℝ (fderiv ℝ F) x
  -- a linear relation between first derivatives is inherited by second derivatives
  have key : ∀ l : (Space →L[ℝ] Space) →L[ℝ] ℝ, (∀ y ∈ U, l (fderiv ℝ F y) = 0) →
      ∀ w, l (B w) = 0 := by
    intro l hl w
    have he : (fun y => l (fderiv ℝ F y)) =ᶠ[𝓝 x] fun _ => (0 : ℝ) := by
      filter_upwards [hU.mem_nhds hx] with y hy using hl y hy
    have h := (l.hasFDerivAt.comp x (hasFDerivAt_fderiv hC)).unique
      ((hasFDerivAt_const (0 : ℝ) x).congr_of_eventuallyEq he)
    exact DFunLike.congr_fun h w
  let l (i j : Fin 3) : (Space →L[ℝ] Space) →L[ℝ] ℝ :=
    (EuclideanSpace.proj j : Space →L[ℝ] ℝ).comp (ContinuousLinearMap.apply ℝ Space (axis i))
  have hJ : ∀ i j : Fin 3, ∀ y ∈ U, pd i F y j = pd j F y i := by
    intro i j y hy
    have h0 := sub_eq_zero.1 (congrFun (hcurl y hy) 0)
    have h1 := sub_eq_zero.1 (congrFun (hcurl y hy) 1)
    have h2 := sub_eq_zero.1 (congrFun (hcurl y hy) 2)
    match i, j with
    | 0, 0 => rfl
    | 1, 1 => rfl
    | 2, 2 => rfl
    | 1, 2 => exact h0
    | 2, 1 => exact h0.symm
    | 2, 0 => exact h1
    | 0, 2 => exact h1.symm
    | 0, 1 => exact h2
    | 1, 0 => exact h2.symm
  ext j
  have h : ∀ i, B (axis i) (axis i) j = B (axis j) (axis i) i := fun i =>
    (sub_eq_zero.1 (key (l i j - l j i) (fun y hy => sub_eq_zero.2 (hJ i j y hy)) (axis i))).trans
      (congrArg (fun v : Space => v i) ((hC.isSymmSndFDerivAt (by simp)) (axis i) (axis j)))
  change B (axis 0) (axis 0) j + B (axis 1) (axis 1) j + B (axis 2) (axis 2) j = 0
  rw [h 0, h 1, h 2]
  exact key (l 0 0 + l 1 1 + l 2 2) hdiv (axis j)
```

Q: And the claim that second derivatives are nonpositive at a maximum?

A: The field is restricted to the line q + t eᵢ, with t real. There `φ` is the function h along the line and `ψ` is its first derivative. If the second derivative at t = 0 were positive, the second-derivative test would make 0 a local minimum of `φ` as well as a local maximum. Then `φ` would be constant near 0 and its second derivative would vanish, a contradiction.

```lean
/-- At a local maximum of `u · F + ε ‖x - p‖²`, with `F` of class C², the second derivative of
`u · F` along each axis is at most `-2ε`. -/
theorem second_deriv_le {q u : Space} {ε : ℝ} (hF : ContDiffAt ℝ 2 F q)
    (h : IsLocalMax (fun x => inner ℝ u (F x) + ε * ‖x - p‖ ^ 2) q) (i : Fin 3) :
    inner ℝ u (fderiv ℝ (fderiv ℝ F) q (axis i) (axis i)) + 2 * ε ≤ 0 := by
  let L : ℝ → Space := fun t => q + t • axis i
  have h0 : L 0 = q := by simp [L]
  have hL : ∀ t, HasDerivAt L (axis i) t := fun t =>
    (((hasDerivAt_id' t).smul_const (axis i)).const_add q).congr_deriv (one_smul ℝ (axis i))
  have hl : Tendsto L (𝓝 0) (𝓝 q) := by
    have hc := (hL 0).continuousAt.tendsto
    rwa [h0] at hc
  have hi : ∀ {G : ℝ → Space} {G' : Space} {t : ℝ}, HasDerivAt G G' t → ∀ v : Space,
      HasDerivAt (fun s => inner ℝ v (G s)) (inner ℝ v G') t :=
    fun hG v => (innerSL ℝ v).hasFDerivAt.comp_hasDerivAt _ hG
  let φ : ℝ → ℝ := fun t => inner ℝ u (F (L t)) + ε * ‖L t - p‖ ^ 2
  let ψ : ℝ → ℝ := fun t =>
    inner ℝ u (fderiv ℝ F (L t) (axis i)) + ε * (2 * inner ℝ (axis i) (L t - p))
  have hmax : IsLocalMax φ 0 := by
    have h' : ∀ᶠ x in 𝓝 q, inner ℝ u (F x) + ε * ‖x - p‖ ^ 2
        ≤ inner ℝ u (F q) + ε * ‖q - p‖ ^ 2 := h
    filter_upwards [hl.eventually h'] with t ht
    change _ ≤ inner ℝ u (F (L 0)) + ε * ‖L 0 - p‖ ^ 2
    rw [h0]
    exact ht
  have hd : ∀ᶠ t in 𝓝 (0 : ℝ), HasDerivAt φ (ψ t) t := by
    filter_upwards [hl.eventually (hF.eventually (by simp))] with t ht
    have h1 := (ht.differentiableAt (by norm_num)).hasFDerivAt.comp_hasDerivAt t (hL t)
    have h2 := ((hL t).sub_const p).norm_sq.const_mul ε
    exact ((hi h1 u).fun_add h2).congr_deriv (congrArg
      (fun z => inner ℝ u (fderiv ℝ F (L t) (axis i)) + ε * (2 * z)) (real_inner_comm _ _))
  have hψ : HasDerivAt ψ (inner ℝ u (fderiv ℝ (fderiv ℝ F) q (axis i) (axis i)) + 2 * ε) 0 := by
    have hD : HasFDerivAt (fderiv ℝ F) (fderiv ℝ (fderiv ℝ F) q) (L 0) := by
      rw [h0]
      exact hasFDerivAt_fderiv hF
    have h1 : HasDerivAt (fun t => fderiv ℝ F (L t) (axis i))
        (fderiv ℝ (fderiv ℝ F) q (axis i) (axis i)) 0 :=
      (ContinuousLinearMap.apply ℝ Space (axis i)).hasFDerivAt.comp_hasDerivAt 0
        (hD.comp_hasDerivAt 0 (hL 0))
    have h2 := ((hi ((hL 0).sub_const p) (axis i)).const_mul 2).const_mul ε
    have he : ‖axis i‖ = 1 := by simp [axis]
    exact ((hi h1 u).fun_add h2).congr_deriv (by rw [real_inner_self_eq_norm_sq, he]; ring)
  have hφ : deriv φ =ᶠ[𝓝 0] ψ := hd.mono fun t ht => ht.deriv
  -- a positive second derivative would make `φ` locally constant
  by_contra hneg
  have hpos : 0 < deriv (deriv φ) 0 := by
    rw [hφ.deriv_eq, hψ.deriv]
    exact not_le.1 hneg
  have hmin := isLocalMin_of_deriv_deriv_pos hpos hmax.deriv_eq_zero hd.self_of_nhds.continuousAt
  have he : φ =ᶠ[𝓝 0] fun _ => φ 0 := by
    filter_upwards [hmax, hmin] with t h1 h2 using le_antisymm h1 h2
  exact hpos.ne' (by rw [he.deriv.deriv_eq]; simp)
```

The maximum principle then follows the argument with the ball. Compactness supplies s and q, `hqb` shows that q is interior, and the last line adds the three inequalities.

```lean
/-- Maximum principle: no projection `u · F` of a C² harmonic field on an open set has a strict
local maximum there. -/
theorem not_strictLocalMax_inner (hU : IsOpen U) (hF : ContDiffOn ℝ 2 F U)
    (hlap : ∀ x ∈ U, laplacian F x = 0) (hp : p ∈ U) (u : Space) :
    ¬ StrictLocalMax (fun x => inner ℝ u (F x)) p := by
  intro hmax
  let g : Space → ℝ := fun x => inner ℝ u (F x)
  have h1 : ∀ᶠ x in 𝓝 p, x ≠ p → g x < g p := eventually_nhdsWithin_iff.1 hmax
  obtain ⟨r, hr, hball⟩ :=
    nhds_basis_closedBall.eventually_iff.1 (h1.and (hU.eventually_mem hp))
  have hcont : ContinuousOn g (closedBall p r) := (innerSL ℝ u).continuous.comp_continuousOn
    (hF.continuousOn.mono fun x hx => (hball hx).2)
  obtain ⟨s, hs, hsmax⟩ := (isCompact_sphere p r).exists_isMaxOn
    ⟨p + r • axis 0, by simp [axis, norm_smul, hr.le]⟩ (hcont.mono sphere_subset_closedBall)
  have hsp : g s < g p := (hball (sphere_subset_closedBall hs)).1 (ne_of_mem_sphere hs hr.ne')
  -- add a paraboloid too shallow to lift the sphere up to the centre
  obtain ⟨ε, hε, hεr⟩ : ∃ ε > 0, ε * r ^ 2 < g p - g s := by
    refine ⟨(g p - g s) / (2 * r ^ 2), div_pos (sub_pos.2 hsp) (by positivity), ?_⟩
    have h2 : (g p - g s) / (2 * r ^ 2) * r ^ 2 = (g p - g s) / 2 := by
      have := hr.ne'
      field_simp
    linarith
  have hh : ContinuousOn (fun x => g x + ε * ‖x - p‖ ^ 2) (closedBall p r) :=
    hcont.add (by fun_prop)
  obtain ⟨q, hq, hqmax⟩ := (isCompact_closedBall p r).exists_isMaxOn
    ⟨p, mem_closedBall_self hr.le⟩ hh
  have hqp : g p ≤ g q + ε * ‖q - p‖ ^ 2 := by
    simpa using hqmax (mem_closedBall_self hr.le)
  have hqb : q ∈ ball p r := by
    by_contra hnb
    have hqs : q ∈ sphere p r := le_antisymm hq (not_lt.1 hnb)
    have h3 : g q ≤ g s := hsmax hqs
    rw [mem_sphere_iff_norm.1 hqs] at hqp
    linarith
  have hloc := hqmax.isLocalMax
    (mem_of_superset (isOpen_ball.mem_nhds hqb) ball_subset_closedBall)
  have hqU := (hball hq).2
  have hi := second_deriv_le (u := u) (hF.contDiffAt (hU.mem_nhds hqU)) hloc
  have hl : inner ℝ u (laplacian F q) = 0 := by rw [hlap q hqU, inner_zero_right]
  rw [laplacian, inner_add_right, inner_add_right] at hl
  linarith [hi 0, hi 1, hi 2]
```

Q: So the theorem itself is only the projection step?

A: Yes, the `calc` block is the Cauchy–Schwarz chain above.

```lean
/-- **Wing's theorem**: the strength of a C² field without divergence and curl on an open set
has no strict local maximum there. -/
theorem wing (hU : IsOpen U) (hF : ContDiffOn ℝ 2 F U) (hdiv : ∀ x ∈ U, divergence F x = 0)
    (hcurl : ∀ x ∈ U, curl F x = 0) (hp : p ∈ U) : ¬ StrictLocalMax (fun x => ‖F x‖) p := by
  intro hmax
  refine not_strictLocalMax_inner hU hF
    (fun x hx => laplacian_eq_zero hU hF hdiv hcurl hx) hp (F p) ?_
  -- Cauchy-Schwarz carries the maximum over to the projection on `F p`
  filter_upwards [hmax] with x hx
  calc inner ℝ (F p) (F x) ≤ ‖F p‖ * ‖F x‖ := real_inner_le_norm _ _
    _ < ‖F p‖ * ‖F p‖ := mul_lt_mul_of_pos_left hx ((norm_nonneg _).trans_lt hx)
    _ = inner ℝ (F p) (F p) := (real_inner_self_eq_norm_mul_norm _).symm
```

Q: Molecules respond to energy, not to field strength. Where is the Stark effect?

A: It is a function W of the field strength, assumed non-increasing on [0, ∞); that is what `AntitoneOn W (Set.Ici 0)` says. Physically, the molecule stays in one internal state that follows the local field adiabatically, and the energy of that state falls, or at least does not rise, as the field grows. The lowest rotational state of a polar rigid rotor behaves this way. W is not derived from a rotor Hamiltonian here.

If W(‖F(p)‖) < W(‖F(x)‖), monotonicity forces ‖F(x)‖ < ‖F(p)‖. A strict energy minimum would thus be a strict maximum of the strength.

```lean
/-- An energy `W` that does not increase with field strength has no strict local minimum in a C²
field without divergence and curl on an open set. -/
theorem no_trap_high_field_seeker (hU : IsOpen U) (hF : ContDiffOn ℝ 2 F U)
    (hdiv : ∀ x ∈ U, divergence F x = 0) (hcurl : ∀ x ∈ U, curl F x = 0) {W : ℝ → ℝ}
    (hW : AntitoneOn W (Set.Ici 0)) (hp : p ∈ U) : ¬ StrictLocalMin (fun x => W ‖F x‖) p := by
  intro hmin
  refine wing hU hF hdiv hcurl hp ?_
  filter_upwards [hmin] with x hx
  by_contra hle
  exact not_le_of_gt hx (hW (norm_nonneg (F p)) (norm_nonneg (F x)) (not_lt.1 hle))
```

Q: Does this prove that high-field seekers cannot be trapped at all?

A: No. What is excluded is a point in a charge-free region where the Stark energy of a high-field seeker in a static field has a strict local minimum. The theorem treats one fixed field F, so it does not decide how a molecule moves in a field that changes with time, and gravity or a light field would add terms that W(‖F‖) does not contain. Minima that are not strict are not addressed by this statement either; in a uniform field every point is one, and the molecule feels no force there. Within those limits, it tells a designer of electrostatic traps for polar molecules that shaping the electrodes will not produce such a minimum for a high-field-seeking state.

Q: Perhaps your hypotheses are so tight that they forbid every extremum.

A: They do not forbid minima. The field (x, y, −2z) has divergence 1 + 1 − 2 = 0, and its curl is zero because each component depends only on its own coordinate. Its strength is

√(x² + y² + 4z²),

which is 0 at the origin and positive everywhere else: 0.1 at (0.1, 0, 0) and 0.2 at (0, 0, 0.1). A state whose energy strictly increases with field strength has a strict energy minimum there.

```lean
/-- The field `(x, y, -2z)`. -/
def quadrupole (x : Space) : Space := !₂[x 0, x 1, -2 * x 2]
```

The proof uses the linearity of the field: its derivative at every point is the field map itself, so divergence and curl reduce to its values on the three axis vectors. For the minimum, it shows that the field vanishes only at the origin.

```lean
/-- The field `(x, y, -2z)` is C², has no divergence and no curl, and its strength has a strict
local minimum at the origin. -/
theorem quadrupole_witness : ContDiff ℝ 2 quadrupole ∧ (∀ x, divergence quadrupole x = 0) ∧
    (∀ x, curl quadrupole x = 0) ∧ StrictLocalMin (fun x => ‖quadrupole x‖) 0 := by
  -- the field is linear, hence its own derivative
  let L : Space →ₗ[ℝ] Space :=
    { toFun := quadrupole
      map_add' := fun x y => by
        ext j
        fin_cases j <;> simp [quadrupole]
        ring
      map_smul' := fun a x => by
        ext j
        fin_cases j <;> simp [quadrupole]
        ring }
  let C : Space →L[ℝ] Space := L.toContinuousLinearMap
  have hp : ∀ i x, pd i quadrupole x = quadrupole (axis i) := fun i x =>
    DFunLike.congr_fun (C.hasFDerivAt (x := x)).fderiv (axis i)
  refine ⟨C.contDiff, fun x => ?_, fun x => ?_, ?_⟩
  · rw [divergence, hp, hp, hp]
    change axis 0 0 + axis 1 1 + -2 * axis 2 2 = 0
    norm_num [axis]
  · ext k
    fin_cases k <;> simp [curl, hp, quadrupole, axis]
  · filter_upwards [self_mem_nhdsWithin] with x hx
    have h0 : quadrupole 0 = 0 := L.map_zero
    rw [h0, norm_zero, norm_pos_iff]
    intro h
    refine hx (Set.mem_singleton_iff.2 ?_)
    ext j
    have hj := congrArg (fun v : Space => v j) h
    fin_cases j <;> simpa [quadrupole] using hj

end

end WingTheorem
```

```lean
#print axioms WingTheorem.wing
#print axioms WingTheorem.no_trap_high_field_seeker
```

```
'WingTheorem.wing' depends on axioms: [propext, Classical.choice, Quot.sound]
'WingTheorem.no_trap_high_field_seeker' depends on axioms: [propext, Classical.choice, Quot.sound]
```
